# For a finite Hermitian matrix H, the levels nearest to and farthest from μ fix the condition number of H − μ − iy

A pole expansion replaces the Fermi function of a Hamiltonian by a sum of resolvents, so a density matrix is assembled from solves with shifted matrices $H-z$, one for each pole $z$. In the Matsubara expansion the poles are $z=\mu+iy$ with $\mu$ the chemical potential, and the pole nearest to the real axis in the upper half-plane has $y=\pi k_BT$. Cooling the electrons moves this pole towards the real axis, and one may ask whether the linear system with matrix $H-\mu-iy$ becomes arbitrarily ill-conditioned.

## The exact ratio and its low-temperature limit

Let $H$ be a finite complex Hermitian matrix with at least one row, $\varepsilon_i$ its eigenvalues, and $\mu$ and $y\neq0$ real numbers. Define

$$g=\min_i|\varepsilon_i-\mu|,\qquad W=\max_i|\varepsilon_i-\mu|.$$

Then $A=H-\mu-iy$ is invertible. With $\|\cdot\|$ the operator norm induced by the Euclidean norm of vectors, its spectral condition number is

$$\kappa(A)=\|A\|\,\|A^{-1}\|=\sqrt{\frac{W^2+y^2}{g^2+y^2}}.$$

As $y\to0^+$ with $H$ and $\mu$ fixed, $\kappa$ tends to $W/g$ if $g>0$. It diverges exactly when $g=0$ and $W>0$. A level at $\mu$ is therefore not sufficient for divergence: if every level lies at $\mu$, then $A=-iy\,\mathbb 1$ and $\kappa=1$ at every $y\neq0$.

## Error amplification in the shifted solves

If the right-hand side of $Ax=b$ carries a relative error $\delta$, the relative error of $x$ is at most $\kappa(A)\,\delta$. For a finite single-particle Hamiltonian in an orthonormal basis, the identity gives this worst-case factor from two spectral distances and the height of the pole.

Take $W=20$ eV and $y=0.1$ eV. A level at $\mu$ gives $\kappa\approx200$, and halving $y$ roughly doubles it. With $g=0.5$ eV the value is about $39$, and further cooling at fixed $\mu$ raises it only towards $40$.

Two details matter when these numbers are put into a code. For an insulator with $\mu$ in the gap, $g$ is the distance from $\mu$ to the nearer band edge, which is at most half the gap. Also, many library routines estimate the condition number in the 1-norm, which can differ from the spectral one by a factor of up to the matrix dimension.

The symbol $\mu$ may stand for any real number. For a pole $z$ whose real part is not the chemical potential, set $\mu=\operatorname{Re}z$ and $y=\operatorname{Im}z$, and measure $g$ and $W$ from $\operatorname{Re}z$.

## Two norms from one diagonalisation

Let $U$ be the unitary matrix whose columns are orthonormal eigenvectors of $H$. Since $UU^\dagger=\mathbb 1$, the shifts can be moved inside the diagonalisation:

$$A=UDU^\dagger,\qquad D=\operatorname{diag}(d_i),\qquad d_i=\varepsilon_i-\mu-iy.$$

The real and imaginary parts of $d_i$ give

$$|d_i|=\sqrt{(\varepsilon_i-\mu)^2+y^2}.$$

For a unit vector $x$, put $c=U^\dagger x$, which is again a unit vector. Then

$$\|Ax\|^2=\sum_i|d_i|^2|c_i|^2\le\max_i|d_i|^2,$$

with equality when $x$ is an eigenvector belonging to the largest $|d_i|$. The modulus grows with $|\varepsilon_i-\mu|$, so the farthest level decides:

$$\|A\|=\sqrt{W^2+y^2}.$$

Because $|d_i|\ge|y|>0$, no entry vanishes and $A^{-1}=U\operatorname{diag}(1/d_i)U^\dagger$. The same argument applies to the entries $1/d_i$, whose largest modulus belongs to the nearest level:

$$\|A^{-1}\|=\frac1{\sqrt{g^2+y^2}}.$$

The product of the two norms is the stated ratio.

For the limit, first let $g>0$. The ratio is continuous at $y=0$, where it equals $W/g$. If $g=0$ and $W>0$, then for $y>0$

$$\kappa(A)=\frac{\sqrt{W^2+y^2}}{y}\ge\frac Wy\to\infty.$$

If $g=W=0$, numerator and denominator agree and $\kappa=1$. Divergence thus occurs in the second case only.

The same diagonalisation gives a neighbouring result. For a normal matrix $N$ with eigenvalues $\lambda_i$ and a complex number $z$ that is not one of them,

$$\kappa(N-z)=\frac{\max_i|\lambda_i-z|}{\min_i|\lambda_i-z|}.$$

This extension rests on the argument above and is not among the theorems proved in Lean below.

## Lean source for the identity and both limits

```lean
import Mathlib

open Matrix Filter Topology
open scoped Matrix.Norms.L2Operator

namespace PoleConditioning

noncomputable section

variable {n : Type*} [Fintype n] [DecidableEq n]

/-- The matrix `H - μ - i y` of the linear system solved at the pole `μ + i y`. -/
def poleMatrix (H : Matrix n n ℂ) (μ y : ℝ) : Matrix n n ℂ :=
  H - (μ : ℂ) • (1 : Matrix n n ℂ) - (Complex.I * y) • (1 : Matrix n n ℂ)

/-- The spectral condition number `‖A‖ ‖A⁻¹‖` of an invertible matrix `A`, in the operator norm
that belongs to the Euclidean norm of vectors. -/
def condNumber (A : Matrix n n ℂ) : ℝ := ‖A‖ * ‖A⁻¹‖

/-- The set of distances `|ε - μ|` of the energy levels `ε` of `H` from the chemical
potential `μ`. -/
def levelDistances {H : Matrix n n ℂ} (hH : H.IsHermitian) (μ : ℝ) : Set ℝ :=
  Set.range fun i => |hH.eigenvalues i - μ|

/-- For real `a` and `y`, the modulus of `a - i y` is `√(a² + y²)`. -/
theorem norm_level (a y : ℝ) : ‖(a : ℂ) - Complex.I * y‖ = √(a ^ 2 + y ^ 2) := by
  rw [← Real.sqrt_sq (norm_nonneg ((a : ℂ) - Complex.I * y)), Complex.sq_norm,
    Complex.normSq_apply]
  congr 1
  simp
  ring

/-- If `c` is the largest of the moduli `‖d i‖`, then for every unitary `U` the matrix
`U diag(d) U†` has Euclidean operator norm `c`. -/
theorem norm_unitary_diagonal (U : Matrix.unitaryGroup n ℂ) (d : n → ℂ) (c : ℝ)
    (hc : IsGreatest (Set.range fun i => ‖d i‖) c) :
    ‖(U : Matrix n n ℂ) * diagonal d * star (U : Matrix n n ℂ)‖ = c := by
  obtain ⟨⟨i, hi⟩, hmax⟩ := hc
  have hi : ‖d i‖ = c := hi
  have hc0 : 0 ≤ c := hi ▸ norm_nonneg (d i)
  -- unitary factors do not change the norm
  calc ‖(U : Matrix n n ℂ) * diagonal d * star (U : Matrix n n ℂ)‖
      = ‖(U : Matrix n n ℂ) * diagonal d‖ := CStarRing.norm_mul_coe_unitary _ (star U)
    _ = ‖diagonal d‖ := CStarRing.norm_coe_unitary_mul U _
    _ = ‖d‖ := Matrix.l2_opNorm_diagonal d
    _ = c := le_antisymm ((pi_norm_le_iff_of_nonneg hc0).2 fun j => hmax ⟨j, rfl⟩)
        (hi ▸ norm_le_pi_norm d i)

/-- The eigenvectors of a Hermitian `H` diagonalise `H - μ - i y`, with diagonal entries
`ε - μ - i y`. -/
theorem poleMatrix_spectral {H : Matrix n n ℂ} (hH : H.IsHermitian) (μ y : ℝ) :
    poleMatrix H μ y = (hH.eigenvectorUnitary : Matrix n n ℂ) *
      diagonal (fun i => ((hH.eigenvalues i - μ : ℝ) : ℂ) - Complex.I * y) *
      star (hH.eigenvectorUnitary : Matrix n n ℂ) := by
  have hU := Matrix.mem_unitaryGroup_iff.1 hH.eigenvectorUnitary.2
  have hs : H = (hH.eigenvectorUnitary : Matrix n n ℂ) *
      diagonal (fun i => (hH.eigenvalues i : ℂ)) *
      star (hH.eigenvectorUnitary : Matrix n n ℂ) := by
    have h := hH.spectral_theorem
    rw [Unitary.conjStarAlgAut_apply] at h
    exact h
  have hd : diagonal (fun i => ((hH.eigenvalues i - μ : ℝ) : ℂ) - Complex.I * y) =
      diagonal (fun i => (hH.eigenvalues i : ℂ)) - (μ : ℂ) • (1 : Matrix n n ℂ)
        - (Complex.I * y) • (1 : Matrix n n ℂ) := by
    ext i j
    by_cases h : i = j
    · subst h
      simp
    · simp [h]
  rw [hd, poleMatrix]
  simp only [mul_sub, sub_mul, mul_smul_comm, smul_mul_assoc, mul_one, hU]
  rw [← hs]

/-- For Hermitian `H` and `y ≠ 0` the resolvent at the pole has the same eigenvectors as `H`
and the inverse diagonal entries `1 / (ε - μ - i y)`. -/
theorem poleMatrix_mul_resolvent {H : Matrix n n ℂ} (hH : H.IsHermitian) (μ : ℝ) {y : ℝ}
    (hy : y ≠ 0) :
    poleMatrix H μ y * ((hH.eigenvectorUnitary : Matrix n n ℂ) *
      diagonal (fun i => (((hH.eigenvalues i - μ : ℝ) : ℂ) - Complex.I * y)⁻¹) *
      star (hH.eigenvectorUnitary : Matrix n n ℂ)) = 1 := by
  have hU := Matrix.mem_unitaryGroup_iff.1 hH.eigenvectorUnitary.2
  have hU' := Matrix.mem_unitaryGroup_iff'.1 hH.eigenvectorUnitary.2
  -- no level coincides with the pole
  have hne : ∀ i, ((hH.eigenvalues i - μ : ℝ) : ℂ) - Complex.I * y ≠ 0 := fun i => by
    rw [← norm_pos_iff, norm_level]
    positivity
  have hD : diagonal (fun i => ((hH.eigenvalues i - μ : ℝ) : ℂ) - Complex.I * y) *
      diagonal (fun i => (((hH.eigenvalues i - μ : ℝ) : ℂ) - Complex.I * y)⁻¹) = 1 := by
    rw [diagonal_mul_diagonal, ← diagonal_one]
    congr 1
    funext i
    exact mul_inv_cancel₀ (hne i)
  rw [poleMatrix_spectral hH]
  generalize (hH.eigenvectorUnitary : Matrix n n ℂ) = U at hU hU' ⊢
  generalize diagonal (fun i => ((hH.eigenvalues i - μ : ℝ) : ℂ) - Complex.I * y) = D at hD ⊢
  generalize diagonal (fun i => (((hH.eigenvalues i - μ : ℝ) : ℂ) - Complex.I * y)⁻¹) = D'
    at hD ⊢
  calc U * D * star U * (U * D' * star U)
      = U * (D * (star U * U) * D') * star U := by simp only [mul_assoc]
    _ = 1 := by rw [hU', mul_one, hD, mul_one, hU]

/-- **Conditioning of a pole solve.** Let the levels of a Hermitian `H` have smallest distance `g`
and largest distance `W` from `μ`. For `y ≠ 0` the matrix `H - μ - i y` is invertible and its
spectral condition number is `√((W² + y²) / (g² + y²))`. -/
theorem condNumber_poleMatrix {H : Matrix n n ℂ} (hH : H.IsHermitian) {μ g W y : ℝ}
    (hg : IsLeast (levelDistances hH μ) g) (hW : IsGreatest (levelDistances hH μ) W)
    (hy : y ≠ 0) :
    IsUnit (poleMatrix H μ y) ∧
      condNumber (poleMatrix H μ y) = √((W ^ 2 + y ^ 2) / (g ^ 2 + y ^ 2)) := by
  have hR := poleMatrix_mul_resolvent hH μ hy
  refine ⟨⟨⟨_, _, hR, mul_eq_one_comm.1 hR⟩, rfl⟩, ?_⟩
  obtain ⟨⟨i, hi⟩, hmin⟩ := hg
  obtain ⟨⟨k, hk⟩, hmax⟩ := hW
  have hi : |hH.eigenvalues i - μ| = g := hi
  have hk : |hH.eigenvalues k - μ| = W := hk
  have hg0 : 0 ≤ g := hi ▸ abs_nonneg _
  -- the farthest level fixes the norm of the matrix
  have h1 : ‖poleMatrix H μ y‖ = √(W ^ 2 + y ^ 2) := by
    rw [poleMatrix_spectral hH]
    refine norm_unitary_diagonal _ _ _ ⟨⟨k, ?_⟩, ?_⟩
    · simp only [norm_level]
      rw [← hk, sq_abs]
    · rintro _ ⟨j, rfl⟩
      have hj : |hH.eigenvalues j - μ| ≤ W := hmax ⟨j, rfl⟩
      simp only [norm_level]
      rw [← sq_abs (hH.eigenvalues j - μ)]
      gcongr
  -- the nearest level fixes the norm of the inverse
  have h2 : ‖(poleMatrix H μ y)⁻¹‖ = (√(g ^ 2 + y ^ 2))⁻¹ := by
    rw [Matrix.inv_eq_right_inv hR]
    refine norm_unitary_diagonal _ _ _ ⟨⟨i, ?_⟩, ?_⟩
    · simp only [norm_inv, norm_level]
      rw [← hi, sq_abs]
    · rintro _ ⟨j, rfl⟩
      have hj : g ≤ |hH.eigenvalues j - μ| := hmin ⟨j, rfl⟩
      simp only [norm_inv, norm_level]
      rw [← sq_abs (hH.eigenvalues j - μ)]
      apply inv_anti₀ (by positivity)
      gcongr
  rw [condNumber, h1, h2, Real.sqrt_div (by positivity), div_eq_mul_inv]

/-- If the level of a Hermitian `H` nearest to `μ` is at distance `g > 0` and the farthest at
distance `W`, the condition number tends to `W / g` as the pole approaches the real axis. -/
theorem tendsto_condNumber_of_gap {H : Matrix n n ℂ} (hH : H.IsHermitian) {μ g W : ℝ}
    (hg : IsLeast (levelDistances hH μ) g) (hW : IsGreatest (levelDistances hH μ) W)
    (hpos : 0 < g) :
    Tendsto (fun y => condNumber (poleMatrix H μ y)) (𝓝[>] 0) (𝓝 (W / g)) := by
  have hW0 : 0 ≤ W := hpos.le.trans (hg.2 hW.1)
  have hc : ContinuousAt (fun y : ℝ => √((W ^ 2 + y ^ 2) / (g ^ 2 + y ^ 2))) 0 := by
    apply ContinuousAt.sqrt
    exact ContinuousAt.div (by fun_prop) (by fun_prop) (by simpa using hpos.ne')
  have hv : √((W ^ 2 + (0 : ℝ) ^ 2) / (g ^ 2 + (0 : ℝ) ^ 2)) = W / g := by
    rw [show (W ^ 2 + (0 : ℝ) ^ 2) / (g ^ 2 + (0 : ℝ) ^ 2) = (W / g) ^ 2 by simp [div_pow]]
    exact Real.sqrt_sq (by positivity)
  have ht := hc.tendsto.mono_left (nhdsWithin_le_nhds (s := Set.Ioi 0))
  rw [hv] at ht
  refine ht.congr' ?_
  filter_upwards [self_mem_nhdsWithin] with y hy
  exact (condNumber_poleMatrix hH hg hW (ne_of_gt hy)).2.symm

/-- For a Hermitian `H` whose levels have smallest distance `g` and largest distance `W` from `μ`,
the condition number grows without limit as the pole approaches the real axis if and only if
`g = 0` and `W > 0`. -/
theorem tendsto_condNumber_atTop_iff {H : Matrix n n ℂ} (hH : H.IsHermitian) {μ g W : ℝ}
    (hg : IsLeast (levelDistances hH μ) g) (hW : IsGreatest (levelDistances hH μ) W) :
    Tendsto (fun y => condNumber (poleMatrix H μ y)) (𝓝[>] 0) atTop ↔ g = 0 ∧ 0 < W := by
  have hg0 : 0 ≤ g := by
    obtain ⟨i, hi⟩ := hg.1
    exact hi ▸ abs_nonneg _
  constructor
  · intro h
    rcases hg0.eq_or_lt with h0 | h0
    · refine ⟨h0.symm, lt_of_le_of_ne (hg0.trans (hg.2 hW.1)) fun hW0 => ?_⟩
      -- all levels at the chemical potential: the condition number is one
      obtain ⟨y, hy1, hy⟩ := ((h.eventually_gt_atTop 1).and self_mem_nhdsWithin).exists
      have hy : 0 < y := hy
      rw [(condNumber_poleMatrix hH hg hW hy.ne').2, ← h0, ← hW0,
        div_self (by positivity), Real.sqrt_one] at hy1
      exact lt_irrefl _ hy1
    · exact absurd h (not_tendsto_atTop_of_tendsto_nhds (tendsto_condNumber_of_gap hH hg hW h0))
  · rintro ⟨rfl, hpos⟩
    -- the condition number is at least `W / y`
    refine tendsto_atTop_mono' _ ?_ (tendsto_inv_nhdsGT_zero.const_mul_atTop hpos)
    filter_upwards [self_mem_nhdsWithin] with y hy
    have hy : 0 < y := hy
    rw [(condNumber_poleMatrix hH hg hW hy.ne').2]
    apply Real.le_sqrt_of_sq_le
    rw [le_div_iff₀ (by positivity)]
    have e : y⁻¹ * y = 1 := inv_mul_cancel₀ hy.ne'
    have e2 : (W * y⁻¹) ^ 2 * (0 ^ 2 + y ^ 2) = W ^ 2 := by
      calc (W * y⁻¹) ^ 2 * (0 ^ 2 + y ^ 2) = W ^ 2 * (y⁻¹ * y) ^ 2 := by ring
        _ = W ^ 2 := by rw [e, one_pow, mul_one]
    rw [e2]
    exact le_add_of_nonneg_right (sq_nonneg y)

end

end PoleConditioning
```

```lean
#print axioms PoleConditioning.condNumber_poleMatrix
#print axioms PoleConditioning.tendsto_condNumber_atTop_iff
```

```
'PoleConditioning.condNumber_poleMatrix' depends on axioms: [propext, Classical.choice, Quot.sound]
'PoleConditioning.tendsto_condNumber_atTop_iff' depends on axioms: [propext, Classical.choice, Quot.sound]
```

## What the theorems say, and how they are proved

The finite type `n` labels the basis states, and `poleMatrix H μ y` is $H-\mu-iy$. The hypothesis `H.IsHermitian` supplies the real numbers `hH.eigenvalues i`, whose distances from $\mu$ form the set `levelDistances hH μ`. `IsLeast` says that `g` belongs to this set and bounds it from below; `IsGreatest` says the corresponding thing for `W`. Both numbers are therefore attained by actual levels, which also excludes the empty matrix.

`condNumber` is $\|A\|\,\|A^{-1}\|$ in the Euclidean operator norm selected by `Matrix.Norms.L2Operator`. The main theorem, `condNumber_poleMatrix`, gives invertibility as `IsUnit` together with the formula, for `y` of either sign. In the two limit theorems, `𝓝[>] 0` means that $y$ approaches zero through positive values, and `atTop` means growth beyond every bound.

The lemmas follow the derivation:

- `norm_level` computes $|d_i|$ from its real and imaginary parts.
- `norm_unitary_diagonal` removes the unitary factors from the norm and identifies what remains with the largest diagonal modulus.
- `poleMatrix_spectral` takes the spectral theorem for $H$ and moves the two shifts into the diagonal matrix.
- `poleMatrix_mul_resolvent` multiplies $A$ by the proposed inverse and obtains the identity. For finite square matrices a right inverse is also a left inverse; the main theorem takes this from `mul_eq_one_comm`.

In `condNumber_poleMatrix`, the steps `h1` and `h2` are the two norms. The tactic `gcongr` carries the ordering of the distances over to the square roots, and `inv_anti₀` reverses it for the inverse.

`tendsto_condNumber_of_gap` uses continuity of the formula at $y=0$ and then replaces the formula by the condition number for $y>0$. In `tendsto_condNumber_atTop_iff`, the forward direction excludes $g>0$ by the finite limit and $W=0$ by the constant value one. The reverse direction compares $\kappa$ with $W/y$.

## Non-Hermitian matrices, overlap and rounding

Real eigenvalues alone do not give the formula. Take $\mu=0$, $y=1$ and

$$H=\begin{pmatrix}0&1\\0&0\end{pmatrix},\qquad H-i=\begin{pmatrix}-i&1\\0&-i\end{pmatrix}.$$

Both eigenvalues of $H$ are zero, so $g=W=0$ and the formula would give $1$. The singular values of $H-i$ have product $1$ and squares summing to $3$, so they are $(\sqrt5\pm1)/2$. The true condition number is their ratio, $(3+\sqrt5)/2\approx2.62$. A complex absorbing potential or a non-Hermitian self-energy can also make the matrix non-normal, in general with complex eigenvalues.

In a non-orthogonal basis the solve involves $H-zS$ with an overlap matrix $S$. Its condition number also depends on $S$, and inserting generalised eigenvalues into the formula does not give it in general.

The limits concern one fixed matrix and one fixed $\mu$. If the electron number is held fixed instead, $\mu$ can move on cooling, and $g$ and $W$ change with it. In a sequence of growing metallic systems $g$ may shrink with size, so $W/g$ need not stay bounded along the sequence.

The theorems describe the matrix as given, with no floating-point arithmetic. They say nothing about the rounding errors of a particular factorisation, the iteration count of a particular solver, or the number of poles needed for a given accuracy of the density matrix.
